# Interpolating a Plane Wave by Cubic B-Splines: the Relative Curvature Error at the Knots Is (kh)²/12 to Leading Order in the Spacing h, for Wave Number k

Sample a plane wave at two points per wavelength, so that its values on a grid of spacing h alternate between 1 and −1. A cubic B-spline expansion with coefficients 3, −3, 3, … has these values: at a grid point, or knot, it weights three neighbouring coefficients by 1/6, 2/3, 1/6, and (−3 + 12 − 3)/6 = 1. Its second derivative there is their second difference, (−3 − 6 − 3)/h² = −12/h². The wave has −π²/h². The values agree, while the curvature is too large by the factor 12/π² ≈ 1.22.

This matters in variational and diffusion Monte Carlo when the orbitals in a Slater determinant are stored as splines, because the local kinetic energy needs their second derivatives. The result below gives the error for one plane wave in one dimension, at the knots of a uniform grid without boundary and with bounded spline coefficients.

## The factor R(θ) for a general wave number

Let h > 0, k ≠ 0 and θ = kh. The coefficients are

c(m) = 3 exp(imθ)/(2 + cos θ), for every integer m.

The denominator is at least 1. As shown below, the spline s with these coefficients equals the wave at every knot. No other bounded coefficients achieve this: the difference d of two such sequences satisfies 4d(j) = −d(j−1) − d(j+1), so a bound M on |d| implies the bound M/2, and repeating this gives d = 0. This uniqueness is not part of the Lean code. Put t = x/h, and v = t − j on the interval between knots j and j + 1. Four B-splines overlap this interval, and collecting powers of v in their weighted sum gives

s = [c(j−1) + 4c(j) + c(j+1)]/6 + [c(j+1) − c(j−1)] v/2 + [c(j−1) − 2c(j) + c(j+1)] v²/2 + [c(j+2) − 3c(j+1) + 3c(j) − c(j−1)] v³/6.

At v = 1 the value and the first two t-derivatives are

[c(j) + 4c(j+1) + c(j+2)]/6, [c(j+2) − c(j)]/2, c(j) − 2c(j+1) + c(j+2).

These are what the next interval gives at v = 0, so s is twice differentiable across the knots. Each x-derivative brings a factor 1/h, hence

s″(jh) = [c(j−1) − 2c(j) + c(j+1)]/h².

For the plane-wave coefficients, exp(−iθ) + exp(iθ) = 2 cos θ gives

c(j−1) + c(j+1) = 2 cos θ · c(j).

The value at the knot is therefore

s(jh) = (4 + 2 cos θ) c(j)/6 = exp(ijθ),

and the curvature is

s″(jh) = −2(1 − cos θ) c(j)/h² = R(θ) · (−k² exp(ijθ)),

R(θ) = 6(1 − cos θ)/(θ²(2 + cos θ)).

For small θ, set u = θ/2, S = (u − sin u)/u³ and W = sin u/u = 1 − Su². Then 1 − cos θ = 2 sin² u = θ²W²/2, and

6(1 − cos θ) − θ²(2 + cos θ) = −3θ²(1 − W²) + θ⁴W²/2 = θ⁴[−3S(1 + W) + 2W²]/4,

where the last step uses 1 − W = Sθ²/4. Dividing by θ⁴(2 + cos θ) gives

(R(θ) − 1)/θ² = [−3S(1 + W) + 2W²]/[4(2 + cos θ)].

As θ → 0, S → 1/6 and W → 1, so the right side tends to (−1 + 2)/12 = 1/12.

The condition k ≠ 0 is what singles out R. With k = 0 and h = 1 all coefficients are 1, the spline and the wave are both constant, and r = 5 and r = 7 both satisfy s″ = r · 0.

## Splines as glued cubic pieces

```lean
import Mathlib

open Filter Topology

namespace SplinePlaneWave

noncomputable section
```

The expansion is represented interval by interval, with the four overlapping B-splines written out as polynomials. The name `cell` means one grid interval, not the simulation cell. Coefficients are indexed by all integers, so the grid has no boundary.

```lean
/-- On the cell from knot `j` to `j + 1`, in units of the spacing, the sum of the four
cubic B-splines that overlap the cell, weighted with their coefficients. -/
def cell (c : ℤ → ℂ) (j : ℤ) (t : ℝ) : ℂ :=
  (c (j - 1) * (1 - (t - j)) ^ 3 + c j * (3 * (t - j) ^ 3 - 6 * (t - j) ^ 2 + 4)
    + c (j + 1) * (-3 * (t - j) ^ 3 + 3 * (t - j) ^ 2 + 3 * (t - j) + 1)
    + c (j + 2) * (t - j) ^ 3) / 6
```

The floor of t selects the interval, and `spline` converts x to grid units.

```lean
/-- The function that follows the piece `p j` on the cell from `j` to `j + 1`. -/
def glue (p : ℤ → ℝ → ℂ) (t : ℝ) : ℂ := p ⌊t⌋ t

/-- The cubic B-spline expansion with coefficients `c` on a grid of spacing `h ≠ 0`. -/
def spline (c : ℤ → ℂ) (h x : ℝ) : ℂ := glue (cell c) (x / h)
```

The wave has unit amplitude. The coefficients are given in closed form; no linear system is solved for them. `curvatureRatio` is R.

```lean
/-- The plane wave `exp(i k x)`. -/
def planeWave (k x : ℝ) : ℂ := Complex.exp (Complex.I * k * x)

/-- The coefficients `3 exp(i m θ) / (2 + cos θ)` with `θ = k h`. -/
def coeff (k h : ℝ) (m : ℤ) : ℂ := 3 * planeWave k (m * h) / (2 + (Real.cos (k * h) : ℂ))

/-- The factor `R(θ) = 6 (1 - cos θ) / (θ² (2 + cos θ))`, for `θ ≠ 0`. -/
def curvatureRatio (θ : ℝ) : ℝ := 6 * (1 - Real.cos θ) / (θ ^ 2 * (2 + Real.cos θ))
```

## Differentiating across the knots

The gluing lemma compares one-sided derivatives. To the right of t the function follows piece `⌊t⌋`, to the left piece `⌈t⌉ - 1`. Agreement of values and derivatives at the knots makes the two one-sided derivatives equal.

```lean
/-- If differentiable pieces and their derivatives agree at every knot, the glued function
is differentiable and its derivative is the glued derivative. -/
theorem glue_hasDerivAt {p p' : ℤ → ℝ → ℂ} (hp : ∀ j t, HasDerivAt (p j) (p' j t) t)
    (h0 : ∀ j : ℤ, p (j - 1) j = p j j) (h1 : ∀ j : ℤ, p' (j - 1) j = p' j j) (t : ℝ) :
    HasDerivAt (glue p) (glue p' t) t := by
  have left (q : ℤ → ℝ → ℂ) (hq : ∀ j : ℤ, q (j - 1) j = q j j) :
      q (⌈t⌉ - 1) t = glue q t := by
    unfold glue
    rcases (Int.floor_le t).eq_or_lt with h | h
    · rw [← h, Int.ceil_intCast, Int.floor_intCast, hq]
    · have hc : ⌈t⌉ = ⌊t⌋ + 1 := Int.ceil_eq_iff.mpr
        ⟨by push_cast; linarith, by push_cast; exact (Int.lt_floor_add_one t).le⟩
      rw [hc, add_sub_cancel_right]
  have hR : HasDerivWithinAt (glue p) (glue p' t) (Set.Ici t) t := by
    refine (hp ⌊t⌋ t).hasDerivWithinAt.congr_of_eventuallyEq ?_ rfl
    filter_upwards [self_mem_nhdsWithin,
      nhdsWithin_le_nhds (Iio_mem_nhds (Int.lt_floor_add_one t))] with y hy hy'
    have e : ⌊y⌋ = ⌊t⌋ := Int.floor_eq_iff.mpr ⟨(Int.floor_le t).trans hy, hy'⟩
    simp only [glue, e]
  have hL : HasDerivWithinAt (glue p) (glue p' t) (Set.Iic t) t := by
    have h := (hp (⌈t⌉ - 1) t).hasDerivWithinAt (s := Set.Iic t)
    rw [left p' h1] at h
    refine h.congr_of_eventuallyEq ?_ (left p h0).symm
    have hlt : ((⌈t⌉ - 1 : ℤ) : ℝ) < t := by push_cast; linarith [Int.ceil_lt_add_one t]
    filter_upwards [self_mem_nhdsWithin, nhdsWithin_le_nhds (Ioi_mem_nhds hlt)] with y hy hy'
    rcases (Set.mem_Iic.mp hy).eq_or_lt with rfl | hyt
    · exact (left p h0).symm
    · have e : ⌊y⌋ = ⌈t⌉ - 1 := Int.floor_eq_iff.mpr
        ⟨(Set.mem_Ioi.mp hy').le, by push_cast; linarith [Int.le_ceil t]⟩
      simp only [glue, e]
  have h := hL.union hR
  rwa [Set.Iic_union_Ici, hasDerivWithinAt_univ] at h
```

The next two lemmas differentiate a cubic in t − j and supply the factor 1/h from the chain rule.

```lean
lemma cubic_hasDerivAt (a b d e : ℂ) (j : ℤ) (t : ℝ) :
    HasDerivAt (fun y : ℝ => a + b * ((y : ℂ) - j) + d * ((y : ℂ) - j) ^ 2
      + e * ((y : ℂ) - j) ^ 3) (b + 2 * d * (t - j) + 3 * e * (t - j) ^ 2) t := by
  have hu : HasDerivAt (fun y : ℝ => (y : ℂ) - j) 1 t :=
    ((hasDerivAt_id' t).ofReal_comp.sub_const (j : ℂ)).congr_deriv Complex.ofReal_one
  have h := (((hu.const_mul b).const_add a).fun_add ((hu.fun_pow 2).const_mul d)).fun_add
    ((hu.fun_pow 3).const_mul e)
  exact h.congr_deriv (by push_cast; ring)

lemma scaled {f f' : ℝ → ℂ} (hf : ∀ t, HasDerivAt f (f' t) t) (h x : ℝ) :
    HasDerivAt (fun y => f (y / h)) (f' (x / h) / h) x := by
  have h2 := HasDerivAt.scomp x (hf (x / h)) ((hasDerivAt_id' x).div_const h)
  exact h2.congr_deriv (by rw [Complex.real_smul]; push_cast; ring)
```

For arbitrary coefficients, `p1` and `p2` are the first and second t-derivatives of the piece. The facts `g0`, `g1` and `g2` are the three matchings at v = 1 computed above, and the gluing lemma is applied twice. The conclusion gives genuine derivatives, so the `deriv` used later is not Lean's default value 0 for a non-differentiable function.

```lean
/-- For `h > 0`, the spline is differentiable everywhere, and its derivative has at knot `j`
the derivative `(c_{j-1} - 2 c_j + c_{j+1}) / h²`. -/
theorem spline_curvature (c : ℤ → ℂ) {h : ℝ} (hh : 0 < h) (j : ℤ) :
    Differentiable ℝ (spline c h) ∧ HasDerivAt (deriv (spline c h))
      ((c (j - 1) - 2 * c j + c (j + 1)) / (h : ℂ) ^ 2) (j * h) := by
  -- first and second derivative of the cubic piece
  let p1 : ℤ → ℝ → ℂ := fun j t => (c (j + 1) - c (j - 1)) / 2
    + (c (j - 1) - 2 * c j + c (j + 1)) * (t - j)
    + (c (j + 2) - 3 * c (j + 1) + 3 * c j - c (j - 1)) / 2 * (t - j) ^ 2
  let p2 : ℤ → ℝ → ℂ := fun j t => c (j - 1) - 2 * c j + c (j + 1)
    + (c (j + 2) - 3 * c (j + 1) + 3 * c j - c (j - 1)) * (t - j)
  have i1 (j : ℤ) : j - 1 + 1 = j := by ring
  have i2 (j : ℤ) : j - 1 + 2 = j + 1 := by ring
  have g0 (j : ℤ) : cell c (j - 1) j = cell c j j := by
    simp only [cell, i1, i2]; push_cast; ring
  have g1 (j : ℤ) : p1 (j - 1) j = p1 j j := by
    simp only [p1, i1, i2]; push_cast; ring
  have g2 (j : ℤ) : p2 (j - 1) j = p2 j j := by
    simp only [p2, i1, i2]; push_cast; ring
  have d1 (j : ℤ) (t : ℝ) : HasDerivAt (cell c j) (p1 j t) t := by
    convert cubic_hasDerivAt ((c (j - 1) + 4 * c j + c (j + 1)) / 6)
      ((c (j + 1) - c (j - 1)) / 2) ((c (j - 1) - 2 * c j + c (j + 1)) / 2)
      ((c (j + 2) - 3 * c (j + 1) + 3 * c j - c (j - 1)) / 6) j t using 1
    · funext y; simp only [cell]; ring
    · simp only [p1]; ring
  have d2 (j : ℤ) (t : ℝ) : HasDerivAt (p1 j) (p2 j t) t := by
    convert cubic_hasDerivAt ((c (j + 1) - c (j - 1)) / 2)
      (c (j - 1) - 2 * c j + c (j + 1))
      ((c (j + 2) - 3 * c (j + 1) + 3 * c j - c (j - 1)) / 2) 0 j t using 1
    · funext y; simp only [p1]; ring
    · simp only [p2]; ring
  have s1 (x : ℝ) : HasDerivAt (spline c h) (glue p1 (x / h) / h) x :=
    scaled (glue_hasDerivAt d1 g0 g1) h x
  refine ⟨fun x => (s1 x).differentiableAt, ?_⟩
  rw [funext fun x => (s1 x).deriv]
  refine ((scaled (glue_hasDerivAt d2 g1 g2) h (j * h)).div_const (h : ℂ)).congr_deriv ?_
  rw [mul_div_cancel_right₀ _ hh.ne']
  simp only [glue, p2, Int.floor_intCast, Complex.ofReal_intCast, sub_self]
  ring
```

## Plane-wave coefficients and interpolation

After the check that 2 + cos θ is nonzero, `coeff_neighbours` proves the three-term relation: `e` shifts the wave by s knots, and `hc` is Euler's formula for the cosine.

```lean
lemma two_add_cos_ne (θ : ℝ) : (2 + (Real.cos θ : ℂ)) ≠ 0 := by
  have h : 2 + Real.cos θ ≠ 0 := ne_of_gt (by linarith [Real.neg_one_le_cos θ])
  exact_mod_cast h

lemma coeff_neighbours (k h : ℝ) (j : ℤ) :
    coeff k h (j - 1) + coeff k h (j + 1) = 2 * (Real.cos (k * h) : ℂ) * coeff k h j := by
  have e (s : ℤ) : planeWave k ((j + s : ℤ) * h) =
      planeWave k (j * h) * Complex.exp (s * (((k * h : ℝ) : ℂ) * Complex.I)) := by
    unfold planeWave; rw [← Complex.exp_add]; congr 1; push_cast; ring
  have e1 := e (-1)
  have e2 := e 1
  rw [← sub_eq_add_neg, Int.cast_neg, Int.cast_one, neg_one_mul] at e1
  rw [Int.cast_one, one_mul] at e2
  have hc : (Real.cos (k * h) : ℂ) = (Complex.exp (((k * h : ℝ) : ℂ) * Complex.I)
      + Complex.exp (-(((k * h : ℝ) : ℂ) * Complex.I))) / 2 := by
    rw [Complex.ofReal_cos, Complex.cos, neg_mul]
  unfold coeff
  rw [e1, e2]
  linear_combination (-6 * planeWave k (j * h) / (2 + (Real.cos (k * h) : ℂ))) * hc
```

The interpolation theorem holds at every integer knot j, and for k = 0 as well. Its last line combines the three-term relation with the definition of c(j).

```lean
/-- On a grid of spacing `h > 0`, the spline with coefficients
`3 exp(i m k h) / (2 + cos k h)` equals the plane wave `exp(i k x)` at every knot. -/
theorem spline_interpolates (k : ℝ) {h : ℝ} (hh : 0 < h) (j : ℤ) :
    spline (coeff k h) h (j * h) = planeWave k (j * h) := by
  have h3 : (2 + (Real.cos (k * h) : ℂ)) * coeff k h j = 3 * planeWave k (j * h) :=
    mul_div_cancel₀ _ (two_add_cos_ne (k * h))
  rw [spline, mul_div_cancel_right₀ _ hh.ne']
  simp only [glue, cell, Int.floor_intCast, Complex.ofReal_intCast, sub_self]
  linear_combination (1 / 6 : ℂ) * coeff_neighbours k h j + (1 / 3 : ℂ) * h3
```

## The curvature ratio as an equivalence

Differentiating the exponential twice gives −k² times the wave.

```lean
lemma planeWave_deriv2 (k x : ℝ) :
    deriv (deriv (planeWave k)) x = -(k : ℂ) ^ 2 * planeWave k x := by
  have h1 (y : ℝ) : HasDerivAt (planeWave k) (Complex.I * k * planeWave k y) y := by
    refine (((hasDerivAt_id' y).ofReal_comp.const_mul (Complex.I * k)).cexp).congr_deriv ?_
    unfold planeWave
    rw [Complex.ofReal_one]
    ring
  rw [funext fun y => (h1 y).deriv, ((h1 x).const_mul (Complex.I * k)).deriv]
  linear_combination (k : ℂ) ^ 2 * planeWave k x * Complex.I_sq
```

The main theorem says that a real r relates the two second derivatives at knot j if and only if r = R(kh). In the proof, `key` is the identity s″(jh) = R(θ) · (−k² exp(ijθ)). By `hZ` the factor multiplying R is nonzero, so it can be cancelled to leave r = R.

The theorem does not by itself give the error in a simulation. Electrons are generally found between knots, where it gives no ratio, and a stored orbital is a three-dimensional function that generally contains many plane waves.

```lean
/-- For `h > 0`, `k ≠ 0` and real `r`, the second derivative at a knot of the spline with
coefficients `coeff k h` is `r` times that of the plane wave exactly when `r = R(k h)`. -/
theorem spline_second_derivative {k h : ℝ} (hk : k ≠ 0) (hh : 0 < h) (j : ℤ) (r : ℝ) :
    deriv (deriv (spline (coeff k h) h)) (j * h) =
      r * deriv (deriv (planeWave k)) (j * h) ↔ r = curvatureRatio (k * h) := by
  have hD := two_add_cos_ne (k * h)
  have hkC : (k : ℂ) ≠ 0 := Complex.ofReal_ne_zero.mpr hk
  have hhC : (h : ℂ) ≠ 0 := Complex.ofReal_ne_zero.mpr hh.ne'
  have hv : coeff k h (j - 1) - 2 * coeff k h j + coeff k h (j + 1) =
      (2 * (Real.cos (k * h) : ℂ) - 2) * coeff k h j := by
    linear_combination coeff_neighbours k h j
  have hR : (curvatureRatio (k * h) : ℂ) = 6 * (1 - (Real.cos (k * h) : ℂ)) /
      (((k : ℂ) * h) ^ 2 * (2 + (Real.cos (k * h) : ℂ))) := by
    simp only [curvatureRatio, Complex.ofReal_div, Complex.ofReal_mul, Complex.ofReal_sub,
      Complex.ofReal_add, Complex.ofReal_pow, Complex.ofReal_one, Complex.ofReal_ofNat]
  have key : (2 * (Real.cos (k * h) : ℂ) - 2) * coeff k h j / (h : ℂ) ^ 2 =
      (curvatureRatio (k * h) : ℂ) * (-(k : ℂ) ^ 2 * planeWave k (j * h)) := by
    rw [hR, coeff]
    generalize (Real.cos (k * h) : ℂ) = C at hD ⊢
    field_simp
    ring
  have hZ : -(k : ℂ) ^ 2 * planeWave k (j * h) ≠ 0 :=
    mul_ne_zero (neg_ne_zero.mpr (pow_ne_zero 2 hkC)) (Complex.exp_ne_zero _)
  rw [(spline_curvature _ hh j).2.deriv, hv, key, planeWave_deriv2, mul_left_inj' hZ,
    Complex.ofReal_inj]
  exact eq_comm
```

## The limit 1/12

The notation `𝓝[≠] 0` means that θ approaches zero without being zero. For S → 1/6, Mathlib's bound on sin u − (u − u³/6) yields |S − 1/6| ≤ |u| when |u| ≤ 1, and squeezing finishes the argument.

```lean
lemma lim_zero {f : ℝ → ℝ} (hf : Continuous f) : Tendsto f (𝓝[≠] 0) (𝓝 (f 0)) :=
  (hf.tendsto 0).mono_left nhdsWithin_le_nhds

lemma sin_defect_tendsto :
    Tendsto (fun θ : ℝ => (θ / 2 - Real.sin (θ / 2)) / (θ / 2) ^ 3) (𝓝[≠] 0)
      (𝓝 (1 / 6)) := by
  rw [tendsto_iff_norm_sub_tendsto_zero]
  have hlim : Tendsto (fun θ : ℝ => |θ / 2|) (𝓝[≠] 0) (𝓝 0) := by
    simpa using lim_zero (f := fun θ : ℝ => |θ / 2|) (by fun_prop)
  refine squeeze_zero' (Eventually.of_forall fun _ => norm_nonneg _) ?_ hlim
  filter_upwards [self_mem_nhdsWithin,
    nhdsWithin_le_nhds (Metric.ball_mem_nhds (0 : ℝ) one_pos)] with θ h0 h1
  have hu : θ / 2 ≠ 0 := div_ne_zero h0 two_ne_zero
  have h2 : |θ| < 1 := by simpa [Real.dist_eq] using h1
  have hu1 : |θ / 2| ≤ 1 := by
    rw [abs_le]
    constructor <;> linarith [(abs_lt.mp h2).1, (abs_lt.mp h2).2]
  generalize θ / 2 = u at hu hu1 ⊢
  have e : (u - Real.sin u) / u ^ 3 - 1 / 6 =
      -(Real.sin u - (u - u ^ 3 / 6)) / u ^ 3 := by
    field_simp
    ring
  have h4 : 0 ≤ |u| ^ 4 := by positivity
  have h5 : |u| ^ 5 ≤ |u| ^ 4 := pow_le_pow_of_le_one (abs_nonneg u) hu1 (by norm_num)
  rw [Real.norm_eq_abs, e, abs_div, abs_neg, abs_pow, div_le_iff₀ (by positivity)]
  calc _ ≤ |u| ^ 5 / 100 := Real.sin_bound hu1
    _ ≤ |u| ^ 4 := by linarith
    _ = |u| * |u| ^ 3 := by ring
```

The final theorem follows the calculation above with the same S and W. `hcos` is the half-angle formula, `hN` the factored numerator, and `hF` the limit of the resulting quotient. At fixed k, the relative curvature error thus behaves as (kh)²/12 when the grid is refined; the limit sets no error bound at a given spacing.

```lean
/-- As `θ` tends to zero through nonzero values, `(R(θ) - 1) / θ²` tends to `1/12`. -/
theorem curvatureRatio_limit :
    Tendsto (fun θ : ℝ => (curvatureRatio θ - 1) / θ ^ 2) (𝓝[≠] 0) (𝓝 (1 / 12)) := by
  let S : ℝ → ℝ := fun θ => (θ / 2 - Real.sin (θ / 2)) / (θ / 2) ^ 3
  let W : ℝ → ℝ := fun θ => 1 - S θ * (θ / 2) ^ 2
  have hS : Tendsto S (𝓝[≠] 0) (𝓝 (1 / 6)) := sin_defect_tendsto
  have hU : Tendsto (fun θ : ℝ => (θ / 2) ^ 2) (𝓝[≠] 0) (𝓝 0) := by
    have h : Tendsto (fun θ : ℝ => (θ / 2) ^ 2) (𝓝[≠] 0) (𝓝 (((0 : ℝ) / 2) ^ 2)) :=
      lim_zero (f := fun θ : ℝ => (θ / 2) ^ 2) (by fun_prop)
    have e : ((0 : ℝ) / 2) ^ 2 = 0 := by ring
    rwa [e] at h
  have hW : Tendsto W (𝓝[≠] 0) (𝓝 1) := by
    simpa using (tendsto_const_nhds (x := (1 : ℝ))).sub (hS.mul hU)
  have hC : Tendsto Real.cos (𝓝[≠] 0) (𝓝 1) := by
    simpa using lim_zero Real.continuous_cos
  have hF : Tendsto
      (fun θ => (-3 * S θ * (1 + W θ) + 2 * W θ ^ 2) / (4 * (2 + Real.cos θ)))
      (𝓝[≠] 0) (𝓝 ((-3 * (1 / 6) * (1 + 1) + 2 * 1 ^ 2) / (4 * (2 + 1)))) :=
    (((hS.const_mul (-3)).mul (hW.const_add 1)).add ((hW.pow 2).const_mul 2)).div
      ((hC.const_add 2).const_mul 4) (by norm_num)
  rw [show ((-3 * (1 / 6) * (1 + 1) + 2 * 1 ^ 2) / (4 * (2 + 1)) : ℝ) = 1 / 12 by
    norm_num] at hF
  refine hF.congr' ?_
  filter_upwards [self_mem_nhdsWithin] with θ h0
  have hθ : θ ≠ 0 := h0
  have hD : 2 + Real.cos θ ≠ 0 := ne_of_gt (by linarith [Real.neg_one_le_cos θ])
  have hs : Real.sin (θ / 2) = θ / 2 * W θ := by
    simp only [W, S]
    field_simp
    ring
  -- half-angle formula
  have hcos : Real.cos θ = 1 - 2 * (θ / 2 * W θ) ^ 2 := by
    have h1 := Real.cos_two_mul (θ / 2)
    have h2 := Real.sin_sq_add_cos_sq (θ / 2)
    rw [show 2 * (θ / 2) = θ by ring] at h1
    rw [← hs]
    linarith
  have hN : 6 * (1 - Real.cos θ) - θ ^ 2 * (2 + Real.cos θ) =
      θ ^ 4 * (-3 * S θ * (1 + W θ) + 2 * W θ ^ 2) / 4 := by
    rw [hcos]
    simp only [W]
    ring
  have hq : (curvatureRatio θ - 1) / θ ^ 2 =
      (6 * (1 - Real.cos θ) - θ ^ 2 * (2 + Real.cos θ)) / (θ ^ 4 * (2 + Real.cos θ)) := by
    unfold curvatureRatio
    field_simp
  rw [hq, hN, div_eq_div_iff (mul_ne_zero four_ne_zero hD)
    (mul_ne_zero (pow_ne_zero 4 hθ) hD)]
  ring

end

end SplinePlaneWave
```

```lean
#print axioms SplinePlaneWave.spline_interpolates
-- 'SplinePlaneWave.spline_interpolates' depends on axioms: [propext, Classical.choice, Quot.sound]
#print axioms SplinePlaneWave.spline_second_derivative
-- 'SplinePlaneWave.spline_second_derivative' depends on axioms: [propext, Classical.choice, Quot.sound]
#print axioms SplinePlaneWave.curvatureRatio_limit
-- 'SplinePlaneWave.curvatureRatio_limit' depends on axioms: [propext, Classical.choice, Quot.sound]
```
